# Transverse polarization vectors contain only helicities +1 and −1

Let $n$ be a real unit vector, the direction of propagation, and let $h=\sum_k n_kS_k$ be the component along $n$ of the spin-1 matrices $(S_k)_{ij}=-i\,\varepsilon_{kij}$, where $\varepsilon$ is the Levi-Civita symbol and the factor $i$ in front of it is the imaginary unit, while $i$ as a subscript is an index. Every complex vector $v$ with $n\cdot v=0$ is the sum of a part on which $h$ acts as $+1$ and a part on which it acts as $-1$. The two parts are produced by the matrices $(h^2+h)/2$ and $(h^2-h)/2$, which are mutually orthogonal Hermitian projectors of trace one. Moreover, a nonzero eigenvector of $h$ is transverse exactly when its eigenvalue is $+1$ or $-1$.

For photon emission in a fixed direction, these projectors extract the two circular polarizations from a vector transition amplitude, such as the electric dipole matrix element with the final state as bra and the initial state as ket, and discard its component along $n$; the model is the algebra of a single polarization vector, without field dynamics or transition rates.

```lean
import Mathlib

open Matrix

namespace PhotonHelicity

noncomputable section
```

## Spin matrices in the Cartesian basis

The axes are labelled 0, 1, 2. On these labels the Levi-Civita symbol is a product of differences,
$$\varepsilon_{ijk}=\tfrac12\,(j-i)(k-j)(k-i).$$
It vanishes when two labels coincide, and it changes sign when two are exchanged. Since $\varepsilon_{012}=\tfrac12\cdot1\cdot1\cdot2=1$, the orientation is the usual right-handed one. In the code the labels have type `Fin 3` and are converted to complex numbers before they are subtracted.

```lean
/-- The Levi-Civita symbol on the indices 0, 1, 2, written as a product of index differences. -/
def leviCivita (i j k : Fin 3) : ℂ :=
  (((j : ℕ) : ℂ) - ((i : ℕ) : ℂ)) * (((k : ℕ) : ℂ) - ((j : ℕ) : ℂ)) *
    (((k : ℕ) : ℂ) - ((i : ℕ) : ℂ)) / 2
```

The spin matrices have the entries $(S_k)_{ij}=-i\,\varepsilon_{kij}$, in units of $\hbar$. This is the Cartesian basis, in which a polarization vector is listed by its components along the three axes and no $S_k$ is diagonal.

```lean
/-- The Cartesian spin-1 matrices, with entries `(S_k)_ij = -i ε_kij`. -/
def spin (k : Fin 3) : Matrix (Fin 3) (Fin 3) ℂ :=
  Matrix.of fun i j => -Complex.I * leviCivita k i j
```

The direction is real, of type `Fin 3 → ℝ`, while polarization vectors are complex, of type `Fin 3 → ℂ`. To let the two meet in one formula, `cvec n` reads the components of $n$ as complex numbers.

```lean
/-- A real direction regarded as a complex vector. -/
def cvec (n : Fin 3 → ℝ) : Fin 3 → ℂ := fun i => (n i : ℂ)
```

The helicity is the spin component along the direction of propagation,
$$h=n\cdot S=\sum_k n_kS_k .$$
The definition accepts any real $n$; the condition $n\cdot n=1$ enters later, as the hypothesis `hn` of the theorems that need it.

```lean
/-- The helicity matrix `h = n · S`. -/
def helicity (n : Fin 3 → ℝ) : Matrix (Fin 3) (Fin 3) ℂ :=
  ∑ k, cvec n k • spin k
```

The transverse projector is defined without reference to spin. It subtracts from $v$ its component along $n$:
$$T=1-n\,n^{\mathsf T},\qquad Tv=v-n\,(n\cdot v).$$
In Lean, `vecMulVec` forms the matrix $n\,n^{\mathsf T}$ with entries $n_in_j$.

```lean
/-- The matrix `1 - n nᵀ`, which for a unit vector `n` removes the component along `n`. -/
def transverse (n : Fin 3 → ℝ) : Matrix (Fin 3) (Fin 3) ℂ :=
  1 - vecMulVec (cvec n) (cvec n)
```

The candidate projector for helicity $+1$ is
$$P_+=\tfrac12(h^2+h).$$
On an eigenvector of $h$ with eigenvalue $\mu$ it gives the factor $\mu(\mu+1)/2$, which is 1 for $\mu=1$ and 0 for $\mu=0$ or $\mu=-1$.

```lean
/-- The matrix `(h² + h)/2`. -/
def projPlus (n : Fin 3 → ℝ) : Matrix (Fin 3) (Fin 3) ℂ :=
  (1 / 2 : ℂ) • (helicity n * helicity n + helicity n)
```

The candidate for helicity $-1$ has the opposite sign in front of $h$,
$$P_-=\tfrac12(h^2-h),$$
and gives the factor $\mu(\mu-1)/2$.

```lean
/-- The matrix `(h² - h)/2`. -/
def projMinus (n : Fin 3 → ℝ) : Matrix (Fin 3) (Fin 3) ℂ :=
  (1 / 2 : ℂ) • (helicity n * helicity n - helicity n)
```

## Helicity as a cross product

Summing over $k$ gives $h_{ij}=-i\sum_k n_k\varepsilon_{kij}$. For example, only $k=2$ contributes to $h_{01}$, and $h_{01}=-i\,n_2$. All nine entries together are
$$h=i\begin{pmatrix}0&-n_2&n_1\\ n_2&0&-n_0\\ -n_1&n_0&0\end{pmatrix}.$$
The proof goes through the same nine entries: `fin_cases` lists them, `norm_num` evaluates the sum and the symbol, and `ring` settles what remains.

```lean
/-- The helicity matrix is `i` times the real antisymmetric matrix of the cross product
with `n`. -/
theorem helicity_eq (n : Fin 3 → ℝ) :
    helicity n = Complex.I • !![0, -(n 2 : ℂ), (n 1 : ℂ);
      (n 2 : ℂ), 0, -(n 0 : ℂ); -(n 1 : ℂ), (n 0 : ℂ), 0] := by
  ext i j
  fin_cases i <;> fin_cases j <;>
    norm_num [helicity, spin, leviCivita, cvec, Fin.sum_univ_three] <;> ring
```

The matrix in brackets is real and antisymmetric. Conjugate transposition turns $i$ into $-i$ and the bracket into its negative, so the two signs cancel and $h^\dagger=h$. This holds for every real $n$, whatever its length.

```lean
/-- The helicity matrix is Hermitian. -/
theorem helicity_isHermitian (n : Fin 3 → ℝ) : (helicity n).IsHermitian := by
  rw [Matrix.IsHermitian, helicity_eq]
  ext i j
  fin_cases i <;> fin_cases j <;> simp [Matrix.conjTranspose_apply]
```

Applied to $v$, the first row gives $i(n_1v_2-n_2v_1)$, which is the first component of $i\,n\times v$. The other rows follow in the same way, and
$$hv=i\,n\times v .$$
In the statement, `*ᵥ` is the action of a matrix on a vector and `⨯₃` is the cross product. As an illustration, take $n$ along axis 2: then $(1,i,0)/\sqrt2$ has helicity $+1$ and $(1,-i,0)/\sqrt2$ has helicity $-1$.

```lean
/-- Helicity acts on a complex vector as `h v = i n × v`. -/
theorem helicity_mulVec (n : Fin 3 → ℝ) (v : Fin 3 → ℂ) :
    helicity n *ᵥ v = Complex.I • (cvec n ⨯₃ v) := by
  rw [helicity_eq]
  ext i
  fin_cases i <;>
    simp [cross_apply, Matrix.mulVec, dotProduct, Fin.sum_univ_three, cvec] <;> ring
```

## The square and the cube

Applying $h$ twice and expanding the double cross product gives
$$h^2v=i^2\,n\times(n\times v)=-\big[n(n\cdot v)-v\,(n\cdot n)\big]=v-n(n\cdot v),$$
where the last step uses $n\cdot n=1$. Hence $h^2=1-n\,n^{\mathsf T}=T$.

The code compares matrix entries. Off the diagonal both sides are $-n_in_j$, an identity that `ring1` accepts. On the diagonal the first entry, for instance, requires $n_1^2+n_2^2=1-n_0^2$. This is the normalisation, which is carried over to complex numbers as `hc` and supplied through `linear_combination`.

```lean
/-- For a unit vector `n`, the squared helicity is `1 - n nᵀ`. -/
theorem helicity_sq (n : Fin 3 → ℝ) (hn : n ⬝ᵥ n = 1) :
    helicity n * helicity n = transverse n := by
  have hc : (n 0 : ℂ) * n 0 + n 1 * n 1 + n 2 * n 2 = 1 := by
    simp only [dotProduct, Fin.sum_univ_three] at hn
    exact_mod_cast hn
  rw [helicity_eq, Matrix.smul_mul, Matrix.mul_smul, smul_smul, Complex.I_mul_I]
  -- the diagonal entries use the normalisation of n
  ext i j
  fin_cases i <;> fin_cases j <;>
    simp [transverse, cvec, Matrix.vecMulVec_apply] <;>
    first
      | ring1
      | linear_combination hc
```

A third factor brings back $h$ itself. For every $v$ we have $n^{\mathsf T}hv=i\,n\cdot(n\times v)=0$, so $n^{\mathsf T}h=0$ and
$$h^3=(1-n\,n^{\mathsf T})h=h-n\,(n^{\mathsf T}h)=h .$$
The vanishing product $n\,n^{\mathsf T}h$ is the auxiliary statement `key`, verified entry by entry.

```lean
/-- For a unit vector `n`, the helicity satisfies `h³ = h`. -/
theorem helicity_cube (n : Fin 3 → ℝ) (hn : n ⬝ᵥ n = 1) :
    helicity n * helicity n * helicity n = helicity n := by
  -- the output of h has no component along n
  have key : vecMulVec (cvec n) (cvec n) * helicity n = 0 := by
    rw [helicity_eq]
    ext i j
    fin_cases i <;> fin_cases j <;>
      simp [cvec, Matrix.mul_apply, Fin.sum_univ_three, Matrix.vecMulVec_apply] <;> ring
  rw [helicity_sq n hn, transverse, Matrix.sub_mul, Matrix.one_mul, key, sub_zero]
```

## Two projectors of trace one

The properties of $P_\pm$ now follow from $h^\dagger=h$, $h^2=T$, $h^3=h$ and two traces. Hermiticity is immediate, since $h$ and $h^2$ are Hermitian and the coefficients are real. For the products, use $h^4=h^2$:
$$P_\pm^2=\tfrac14(h^4\pm2h^3+h^2)=\tfrac14(2h^2\pm2h)=P_\pm,$$
$$P_+P_-=P_-P_+=\tfrac14(h^4-h^2)=0 .$$
The diagonal of $h$ is zero, so $\operatorname{tr}h=0$, while $\operatorname{tr}h^2=3-n\cdot n=2$. Therefore
$$\operatorname{tr}P_\pm=\tfrac12(2\pm0)=1 .$$
Finally, $P_++P_-=h^2=T$. Since the trace of a projector is the dimension of its range, there is one independent polarization for each sign of the helicity.

The theorem collects these nine statements in one conjunction. Its preliminary facts `t1` and `t2` are the two traces. In each product, `noncomm_ring` expands the brackets without assuming that matrices commute, rewriting with `h3` lowers the powers, and `module` collects the coefficients.

```lean
/-- For a unit vector `n`, the matrices `(h² + h)/2` and `(h² - h)/2` are Hermitian, idempotent,
mutually orthogonal and of trace one, and their sum is `1 - n nᵀ`. -/
theorem helicity_projectors (n : Fin 3 → ℝ) (hn : n ⬝ᵥ n = 1) :
    ((projPlus n).IsHermitian ∧ (projMinus n).IsHermitian) ∧
    (projPlus n * projPlus n = projPlus n ∧ projMinus n * projMinus n = projMinus n) ∧
    (projPlus n * projMinus n = 0 ∧ projMinus n * projPlus n = 0) ∧
    ((projPlus n).trace = 1 ∧ (projMinus n).trace = 1) ∧
    projPlus n + projMinus n = transverse n := by
  have e : (helicity n)ᴴ = helicity n := helicity_isHermitian n
  have h3 := helicity_cube n hn
  have hc : (n 0 : ℂ) * n 0 + n 1 * n 1 + n 2 * n 2 = 1 := by
    simp only [dotProduct, Fin.sum_univ_three] at hn
    exact_mod_cast hn
  have t1 : (helicity n).trace = 0 := by
    rw [helicity_eq]
    simp [Matrix.trace, Fin.sum_univ_three]
  have t2 : (helicity n * helicity n).trace = 2 := by
    rw [helicity_sq n hn, transverse, Matrix.trace_sub, Matrix.trace_one]
    simp only [Matrix.trace, Matrix.diag_apply, Matrix.vecMulVec_apply, cvec,
      Fin.sum_univ_three, Fintype.card_fin]
    push_cast
    linear_combination -hc
  refine ⟨⟨?_, ?_⟩, ⟨?_, ?_⟩, ⟨?_, ?_⟩, ⟨?_, ?_⟩, ?_⟩
  · rw [Matrix.IsHermitian, projPlus, conjTranspose_smul, conjTranspose_add,
      conjTranspose_mul, e]
    simp
  · rw [Matrix.IsHermitian, projMinus, conjTranspose_smul, conjTranspose_sub,
      conjTranspose_mul, e]
    simp
  -- products are expanded and reduced with h³ = h
  · have x (h : Matrix (Fin 3) (Fin 3) ℂ) : (h * h + h) * (h * h + h) =
        h * h * h * h + h * h * h + h * h * h + h * h := by noncomm_ring
    rw [projPlus, Matrix.smul_mul, Matrix.mul_smul, x, h3]
    module
  · have x (h : Matrix (Fin 3) (Fin 3) ℂ) : (h * h - h) * (h * h - h) =
        h * h * h * h - h * h * h - h * h * h + h * h := by noncomm_ring
    rw [projMinus, Matrix.smul_mul, Matrix.mul_smul, x, h3]
    module
  · have x (h : Matrix (Fin 3) (Fin 3) ℂ) : (h * h + h) * (h * h - h) =
        h * h * h * h - h * h := by noncomm_ring
    rw [projPlus, projMinus, Matrix.smul_mul, Matrix.mul_smul, x, h3]
    module
  · have x (h : Matrix (Fin 3) (Fin 3) ℂ) : (h * h - h) * (h * h + h) =
        h * h * h * h - h * h := by noncomm_ring
    rw [projPlus, projMinus, Matrix.smul_mul, Matrix.mul_smul, x, h3]
    module
  · rw [projPlus, Matrix.trace_smul, Matrix.trace_add, t1, t2]
    norm_num
  · rw [projMinus, Matrix.trace_smul, Matrix.trace_sub, t1, t2]
    norm_num
  · rw [← helicity_sq n hn, projPlus, projMinus]
    module
```

## Splitting a transverse vector

Suppose now that $n\cdot v=0$. This transversality condition is what a divergence-free field imposes on the amplitude of a plane wave travelling along $n$; here it is a hypothesis, not a consequence of Maxwell's equations. It gives
$$h^2v=v-n(n\cdot v)=v .$$
In Lean the condition reads `cvec n ⬝ᵥ v = 0`. The product `⬝ᵥ` does not conjugate either factor, but because $n$ is real it agrees with the Hermitian inner product of $n$ with $v$.

```lean
/-- For a unit vector `n`, the squared helicity leaves every vector orthogonal to `n`
unchanged. -/
theorem helicity_sq_mulVec (n : Fin 3 → ℝ) (hn : n ⬝ᵥ n = 1) (v : Fin 3 → ℂ)
    (hv : cvec n ⬝ᵥ v = 0) : (helicity n * helicity n) *ᵥ v = v := by
  have z : vecMulVec (cvec n) (cvec n) *ᵥ v = 0 := by
    ext i
    simp only [dotProduct, Fin.sum_univ_three] at hv
    simp only [Matrix.mulVec, dotProduct, Matrix.vecMulVec_apply, Fin.sum_univ_three,
      Pi.zero_apply]
    linear_combination cvec n i * hv
  rw [helicity_sq n hn, transverse, Matrix.sub_mulVec, Matrix.one_mulVec, z, sub_zero]
```

The sum of the projectors is $h^2$, so
$$v=h^2v=P_+v+P_-v .$$
The action of $h$ on the two parts comes once more from $h^3=h$:
$$hP_+=\tfrac12(h^3+h^2)=P_+,\qquad hP_-=\tfrac12(h^3-h^2)=-P_- .$$
Either part may be zero, as happens for a circularly polarized $v$. A linearly polarized vector has both: with $n$ along axis 2, the vector $(1,0,0)$ splits into $(1,i,0)/2$ and $(1,-i,0)/2$. It is therefore transverse without having a definite helicity.

The three conclusions of the theorem are the decomposition and the two eigenvalue equations. The matrix identities for $hP_+$ and $hP_-$ appear in its proof under the name `p`, and are then applied to $v$.

```lean
/-- For a unit vector `n`, every vector orthogonal to `n` is the sum of its two projections,
on which the helicity acts as `+1` and `-1`. -/
theorem transverse_decomposition (n : Fin 3 → ℝ) (hn : n ⬝ᵥ n = 1) (v : Fin 3 → ℂ)
    (hv : cvec n ⬝ᵥ v = 0) :
    v = projPlus n *ᵥ v + projMinus n *ᵥ v ∧
    helicity n *ᵥ (projPlus n *ᵥ v) = projPlus n *ᵥ v ∧
    helicity n *ᵥ (projMinus n *ᵥ v) = -(projMinus n *ᵥ v) := by
  have h3 := helicity_cube n hn
  refine ⟨?_, ?_, ?_⟩
  · rw [← Matrix.add_mulVec, (helicity_projectors n hn).2.2.2.2, ← helicity_sq n hn,
      helicity_sq_mulVec n hn v hv]
  · have p : helicity n * projPlus n = projPlus n := by
      rw [projPlus, Matrix.mul_smul, Matrix.mul_add, ← Matrix.mul_assoc, h3]
      module
    rw [Matrix.mulVec_mulVec, p]
  · have p : helicity n * projMinus n = -projMinus n := by
      rw [projMinus, Matrix.mul_smul, Matrix.mul_sub, ← Matrix.mul_assoc, h3]
      module
    rw [Matrix.mulVec_mulVec, p, Matrix.neg_mulVec]
```

## Which eigenvectors are transverse

Let $v\neq0$ satisfy $hv=\mu v$, where $\mu$ may at first be any complex number.

If $v$ is transverse, then applying $h$ twice gives
$$v=h^2v=\mu^2v .$$
Some component $v_i$ is nonzero, and dividing by it leaves $\mu^2=1$, so $\mu=1$ or $\mu=-1$. The zero vector has to be excluded here, because it is transverse and satisfies the eigenvalue equation for every $\mu$.

Conversely, take the product of the eigenvalue equation with $n$:
$$\mu\,(n\cdot v)=n\cdot(hv)=i\,n\cdot(n\times v)=0 .$$
If $\mu=\pm1$, this forces $n\cdot v=0$. For $\mu=0$ the equation leaves $n\cdot v$ free, and indeed $v=n$ is an eigenvector with eigenvalue 0, since $n\times n=0$. This is the longitudinal polarization, which the transversality condition removes.

The two halves of the Lean proof are these two arguments. In the first, `Function.ne_iff` supplies the nonzero component and `mul_right_cancel₀` performs the division. In the second, `dot_self_cross` is the identity $n\cdot(n\times v)=0$, and `h0` is the resulting equation $\mu\,(n\cdot v)=0$.

```lean
/-- For a unit vector `n`, a nonzero helicity eigenvector is orthogonal to `n` exactly when
its eigenvalue is `+1` or `-1`. -/
theorem transverse_iff_helicity (n : Fin 3 → ℝ) (hn : n ⬝ᵥ n = 1) (v : Fin 3 → ℂ)
    (hv : v ≠ 0) (μ : ℂ) (hμ : helicity n *ᵥ v = μ • v) :
    cvec n ⬝ᵥ v = 0 ↔ μ = 1 ∨ μ = -1 := by
  constructor
  · intro ht
    -- applying h twice gives μ² v = v
    have h2 := helicity_sq_mulVec n hn v ht
    rw [← Matrix.mulVec_mulVec, hμ, Matrix.mulVec_smul, hμ] at h2
    obtain ⟨i, hi⟩ := Function.ne_iff.mp hv
    have hi' : v i ≠ 0 := hi
    have h4 : μ * (μ * v i) = v i := congrFun h2 i
    apply mul_self_eq_one_iff.mp
    apply mul_right_cancel₀ hi'
    linear_combination h4
  · intro h
    -- n is orthogonal to n × v
    have h0 : μ * (cvec n ⬝ᵥ v) = 0 := by
      rw [← smul_eq_mul, ← dotProduct_smul, ← hμ, helicity_mulVec, dotProduct_smul,
        dot_self_cross, smul_zero]
    rcases h with h | h
    · rw [h] at h0
      linear_combination h0
    · rw [h] at h0
      linear_combination -h0

end

end PhotonHelicity
```

```lean
#print axioms PhotonHelicity.transverse_decomposition
-- 'PhotonHelicity.transverse_decomposition' depends on axioms: [propext, Classical.choice, Quot.sound]
#print axioms PhotonHelicity.transverse_iff_helicity
-- 'PhotonHelicity.transverse_iff_helicity' depends on axioms: [propext, Classical.choice, Quot.sound]
```
